# Conjugate gradients with the form uᵀv: orthogonal residuals for complex symmetric matrices, and breakdown at a self-orthogonal residual

Take A = diag(1, 2), b = (1, i) and the initial guess x₀ = 0. The first residual r and the first search direction p are both (1, i). Conjugate gradients without complex conjugation needs two numbers:

rᵀr = 1 + i² = 0

pᵀAp = 1 + 2i² = −1

The step length is their quotient, 0/(−1) = 0, so the iterate does not move, although r is not zero and the system has the solution (1, i/2). The next direction would need a division by rᵀr = 0.

As long as such zeros do not occur, the method keeps the structure of ordinary conjugate gradients for every complex symmetric A, meaning Aᵀ = A. Residuals are mutually orthogonal under uᵀv, and directions are conjugate under uᵀAv.

## The recurrences

```lean
import Mathlib

open Matrix

namespace ComplexSymmetricCG

noncomputable section

variable {ι : Type*} [Fintype ι]
```

The index set `ι` is finite, and a vector is a function `ι → ℂ`. Below, `u ⬝ᵥ v` is the sum of the products uₖvₖ with no conjugate, `A *ᵥ v` is the matrix-vector product, and `•` multiplies a vector by a scalar.

```lean
/-- The data carried by the solver: iterate `x`, residual `r` and search direction `p`. -/
structure State (ι : Type*) where
  x : ι → ℂ
  r : ι → ℂ
  p : ι → ℂ
```

A `State` holds the iterate x, the residual r and the direction p.

```lean
/-- The step length `rᵀr / pᵀAp`, formed without complex conjugation; it is meaningful
for `pᵀAp ≠ 0`. -/
def stepLength (A : Matrix ι ι ℂ) (s : State ι) : ℂ :=
  (s.r ⬝ᵥ s.r) / (s.p ⬝ᵥ A *ᵥ s.p)
```

This is the step length α = rᵀr / pᵀAp. Lean's division returns 0 when the denominator is 0, so the main theorems assume nonzero denominators explicitly.

```lean
/-- One sweep of the conjugate gradient recurrences with the bilinear form `uᵀv`; it is
meaningful for `pᵀAp ≠ 0` and `rᵀr ≠ 0`. -/
def update (A : Matrix ι ι ℂ) (s : State ι) : State ι :=
  let r' := s.r - stepLength A s • A *ᵥ s.p
  { x := s.x + stepLength A s • s.p
    r := r'
    p := r' + ((r' ⬝ᵥ r') / (s.r ⬝ᵥ s.r)) • s.p }
```

One sweep reads, with primes for new values:

x' = x + αp

r' = r − αAp

p' = r' + βp, with β = r'ᵀr' / rᵀr

In an actual calculation one stores q = Ap, the only matrix-vector product of the sweep, and forms pᵀq and r'ᵀr' with an unconjugated dot product; rᵀr is kept from the previous sweep. A typical system is (z − H)x = b with H real symmetric and z complex, which gives the action of a Green's function on b in a finite, real, orthonormal basis.

```lean
/-- The state after `k` sweeps for `A x = b`, started from `x₀` with the residual as first
direction; it is meaningful as long as `rᵀr` and `pᵀAp` are nonzero in all earlier states. -/
def cocg (A : Matrix ι ι ℂ) (b x₀ : ι → ℂ) : ℕ → State ι
  | 0 => ⟨x₀, b - A *ᵥ x₀, b - A *ᵥ x₀⟩
  | k + 1 => update A (cocg A b x₀ k)
```

`cocg A b x₀ k` is the state after k sweeps, starting from r₀ = p₀ = b − Ax₀. From here on, xₖ, rₖ and pₖ are its components, and αₖ and βₖ are the coefficients of the sweep from k to k + 1.

```lean
/-- The residual recurrence. -/
theorem residual_succ (A : Matrix ι ι ℂ) (b x₀ : ι → ℂ) (k : ℕ) :
    (cocg A b x₀ (k + 1)).r =
      (cocg A b x₀ k).r - stepLength A (cocg A b x₀ k) • A *ᵥ (cocg A b x₀ k).p := rfl
```

This is rₖ₊₁ = rₖ − αₖApₖ. The proof `rfl` says that both sides agree by definition.

```lean
/-- The recurrence for the search direction. -/
theorem direction_succ (A : Matrix ι ι ℂ) (b x₀ : ι → ℂ) (k : ℕ) :
    (cocg A b x₀ (k + 1)).p = (cocg A b x₀ (k + 1)).r +
      (((cocg A b x₀ (k + 1)).r ⬝ᵥ (cocg A b x₀ (k + 1)).r) /
        ((cocg A b x₀ k).r ⬝ᵥ (cocg A b x₀ k).r)) • (cocg A b x₀ k).p := rfl
```

Likewise, pₖ₊₁ = rₖ₊₁ + βₖpₖ.

## Three identities

```lean
/-- The residual produced by the recurrence is the true residual `b - A x` of the iterate. -/
theorem residual_eq (A : Matrix ι ι ℂ) (b x₀ : ι → ℂ) (k : ℕ) :
    (cocg A b x₀ k).r = b - A *ᵥ (cocg A b x₀ k).x := by
  induction k with
  | zero => rfl
  | succ k ih =>
    have hx : (cocg A b x₀ (k + 1)).x = (cocg A b x₀ k).x +
        stepLength A (cocg A b x₀ k) • (cocg A b x₀ k).p := rfl
    rw [residual_succ, ih, hx, mulVec_add, mulVec_smul, sub_sub]
```

The recursively updated residual is the true one, rₖ = b − Axₖ. It holds at k = 0 by definition, and if it holds at k, then

rₖ₊₁ = b − Axₖ − αₖApₖ = b − A(xₖ + αₖpₖ) = b − Axₖ₊₁

The induction in Lean is this line.

```lean
/-- For a complex symmetric matrix the form `uᵀAv` is symmetric in `u` and `v`. -/
theorem form_symm {A : Matrix ι ι ℂ} (hA : A.IsSymm) (u v : ι → ℂ) :
    u ⬝ᵥ A *ᵥ v = v ⬝ᵥ A *ᵥ u := by
  rw [Matrix.dotProduct_mulVec, ← Matrix.mulVec_transpose, hA.eq, dotProduct_comm]
```

The hypothesis `A.IsSymm` means Aᵀ = A. It gives uᵀAv = (Aᵀu)ᵀv = (Au)ᵀv = vᵀAu.

```lean
/-- If all directions before `p_i` are conjugate to `p_j`, then `r_iᵀAp_j = p_iᵀAp_j`. -/
theorem residual_form (A : Matrix ι ι ℂ) (b x₀ : ι → ℂ) (i j : ℕ)
    (h : ∀ k < i, (cocg A b x₀ k).p ⬝ᵥ A *ᵥ (cocg A b x₀ j).p = 0) :
    (cocg A b x₀ i).r ⬝ᵥ A *ᵥ (cocg A b x₀ j).p =
      (cocg A b x₀ i).p ⬝ᵥ A *ᵥ (cocg A b x₀ j).p := by
  cases i with
  | zero => rfl
  | succ k =>
    rw [direction_succ A b x₀ k, add_dotProduct, smul_dotProduct, h k (Nat.lt_succ_self k),
      smul_zero, add_zero]
```

If pₖᵀApⱼ = 0 for every k < i, then rᵢᵀApⱼ = pᵢᵀApⱼ. For i = 0 the two vectors coincide. For i = k + 1, the direction recurrence gives

pᵢᵀApⱼ = rᵢᵀApⱼ + βₖ pₖᵀApⱼ

and the last term vanishes.

## Orthogonality and conjugacy

```lean
/-- For complex symmetric `A`, if `r_jᵀr_j` and `p_jᵀAp_j` are nonzero for `j < n`, then
`r_iᵀr_j = 0` and `p_iᵀAp_j = 0` for all `i < j ≤ n`. -/
theorem orthogonality_and_conjugacy {A : Matrix ι ι ℂ} (hA : A.IsSymm) (b x₀ : ι → ℂ) (n : ℕ)
    (hr : ∀ j < n, (cocg A b x₀ j).r ⬝ᵥ (cocg A b x₀ j).r ≠ 0)
    (hp : ∀ j < n, (cocg A b x₀ j).p ⬝ᵥ A *ᵥ (cocg A b x₀ j).p ≠ 0) :
    ∀ i j, i < j → j ≤ n → (cocg A b x₀ i).r ⬝ᵥ (cocg A b x₀ j).r = 0 ∧
      (cocg A b x₀ i).p ⬝ᵥ A *ᵥ (cocg A b x₀ j).p = 0 := by
  induction n with
  | zero => intro i j hij hj; omega
  | succ n ih =>
    have ih' := ih (fun j hj => hr j (by omega)) (fun j hj => hp j (by omega))
    -- the new residual is orthogonal to all earlier ones
    have hR : ∀ i ≤ n, (cocg A b x₀ i).r ⬝ᵥ (cocg A b x₀ (n + 1)).r = 0 := by
      intro i hi
      have h1 := residual_form A b x₀ i n (fun k hk => (ih' k n (by omega) le_rfl).2)
      rw [residual_succ, dotProduct_sub, dotProduct_smul, smul_eq_mul, h1]
      rcases hi.lt_or_eq with h | h
      · rw [(ih' i n h le_rfl).1, (ih' i n h le_rfl).2, mul_zero, sub_zero]
      · rw [h, stepLength, div_mul_cancel₀ _ (hp n (by omega)), sub_self]
    -- the new direction is conjugate to all earlier ones
    have hP : ∀ i ≤ n, (cocg A b x₀ i).p ⬝ᵥ A *ᵥ (cocg A b x₀ (n + 1)).p = 0 := by
      intro i hi
      have ha : stepLength A (cocg A b x₀ i) ≠ 0 :=
        div_ne_zero (hr i (by omega)) (hp i (by omega))
      -- the step times `A p_i` is a difference of residuals
      have h2 : stepLength A (cocg A b x₀ i) *
          ((cocg A b x₀ i).p ⬝ᵥ A *ᵥ (cocg A b x₀ (n + 1)).r) =
          (cocg A b x₀ i).r ⬝ᵥ (cocg A b x₀ (n + 1)).r -
            (cocg A b x₀ (i + 1)).r ⬝ᵥ (cocg A b x₀ (n + 1)).r := by
        rw [form_symm hA (cocg A b x₀ i).p, residual_succ A b x₀ i, sub_dotProduct,
          smul_dotProduct, smul_eq_mul, dotProduct_comm (A *ᵥ (cocg A b x₀ i).p)]
        ring
      have key : ∀ u v w : ℂ, u ≠ 0 → v ≠ 0 → u / v * (w / u * v) = w := by
        intro u v w hu hv
        field_simp
      apply mul_left_cancel₀ ha
      rw [direction_succ A b x₀ n, mulVec_add, mulVec_smul, dotProduct_add, dotProduct_smul,
        smul_eq_mul, mul_add, h2, hR i hi]
      rcases hi.lt_or_eq with h | h
      · rw [hR (i + 1) h, (ih' i n h le_rfl).2]
        ring
      · rw [h, stepLength, key _ _ _ (hr n (by omega)) (hp n (by omega))]
        ring
    intro i j hij hj
    rcases hj.lt_or_eq with h | h
    · exact ih' i j hij (by omega)
    · rw [h]
      exact ⟨hR i (by omega), hP i (by omega)⟩
```

The hypotheses `hr` and `hp` say that rⱼᵀrⱼ and pⱼᵀApⱼ are nonzero for all j < n. This excludes a breakdown in the first n sweeps, and also a zero residual rⱼ at any j < n; it is assumed, not derived from A. The conclusion is

rᵢᵀrⱼ = 0 and pᵢᵀApⱼ = 0 for all i < j ≤ n

The last state, j = n, is included, and nothing is assumed about its own rₙᵀrₙ. For n = 0 there are no such pairs.

The proof is by induction. Suppose the claim holds up to n, and let i ≤ n.

First comes the new residual (`hR`). By the residual recurrence and the preceding identity,

rᵢᵀrₙ₊₁ = rᵢᵀrₙ − αₙ rᵢᵀApₙ = rᵢᵀrₙ − αₙ pᵢᵀApₙ

For i < n both terms vanish by the induction hypothesis. For i = n the definition of αₙ makes them cancel.

Then comes the new direction (`hP`). Since αᵢApᵢ = rᵢ − rᵢ₊₁, the symmetry of A gives (`h2`)

αᵢ pᵢᵀArₙ₊₁ = rᵢᵀrₙ₊₁ − rᵢ₊₁ᵀrₙ₊₁

The first term on the right is zero by `hR`. Inserting pₙ₊₁ = rₙ₊₁ + βₙpₙ,

αᵢ pᵢᵀApₙ₊₁ = −rᵢ₊₁ᵀrₙ₊₁ + αᵢβₙ pᵢᵀApₙ

For i < n both terms are zero. For i = n, αₙ pₙᵀApₙ = rₙᵀrₙ, so the second term is βₙ rₙᵀrₙ = rₙ₊₁ᵀrₙ₊₁ and cancels the first; `key` is this piece of algebra. Finally αᵢ ≠ 0, because rᵢᵀrᵢ ≠ 0, and it can be divided out (`mul_left_cancel₀`).

## Exact solution after N sweeps

```lean
/-- For complex symmetric `A` of dimension `N`, if `r_jᵀr_j` and `p_jᵀAp_j` are nonzero for
`j < N`, then the iterate after `N` sweeps solves `A x = b` exactly. -/
theorem finite_termination {A : Matrix ι ι ℂ} (hA : A.IsSymm) (b x₀ : ι → ℂ)
    (hr : ∀ j < Fintype.card ι, (cocg A b x₀ j).r ⬝ᵥ (cocg A b x₀ j).r ≠ 0)
    (hp : ∀ j < Fintype.card ι, (cocg A b x₀ j).p ⬝ᵥ A *ᵥ (cocg A b x₀ j).p ≠ 0) :
    A *ᵥ (cocg A b x₀ (Fintype.card ι)).x = b := by
  classical
  have orth := orthogonality_and_conjugacy hA b x₀ _ hr hp
  let e := Fintype.equivFin ι
  -- the residuals are the rows of a square matrix `M` with `M Mᵀ` diagonal
  let M : Matrix ι ι ℂ := fun i => (cocg A b x₀ (e i)).r
  have hM : M * Mᵀ =
      diagonal (fun i => (cocg A b x₀ (e i)).r ⬝ᵥ (cocg A b x₀ (e i)).r) := by
    ext i j
    change (cocg A b x₀ (e i)).r ⬝ᵥ (cocg A b x₀ (e j)).r = _
    by_cases h : i = j
    · rw [h, diagonal_apply_eq]
    · rw [diagonal_apply_ne _ h]
      have hne : (e i : ℕ) ≠ (e j : ℕ) := fun h' => h (e.injective (Fin.ext h'))
      rcases lt_or_gt_of_ne hne with h' | h'
      · exact (orth _ _ h' (e j).isLt.le).1
      · rw [dotProduct_comm]
        exact (orth _ _ h' (e i).isLt.le).1
  have hdet : M.det ≠ 0 := by
    intro h0
    have h := congrArg Matrix.det hM
    rw [det_mul, h0, zero_mul, det_diagonal] at h
    exact Finset.prod_ne_zero_iff.mpr (fun i _ => hr _ (e i).isLt) h.symm
  -- the last residual is orthogonal to every row, hence zero
  have hz : (cocg A b x₀ (Fintype.card ι)).r = 0 := by
    apply Matrix.eq_zero_of_mulVec_eq_zero hdet
    funext i
    exact (orth _ _ (e i).isLt le_rfl).1
  rw [residual_eq] at hz
  exact (sub_eq_zero.mp hz).symm
```

Let N be the dimension, `Fintype.card ι`. If no breakdown occurs for j < N, then Ax_N = b. Put r₀, …, r_{N−1} into the rows of a square matrix M. By orthogonality MMᵀ is diagonal, with entries rⱼᵀrⱼ, so

(det M)² = product of all rⱼᵀrⱼ ≠ 0

The final residual is orthogonal to every row, hence M r_N = 0 and r_N = 0. Since r_N = b − Ax_N, the system is solved.

The smallest nontrivial case is N = 1, with A = a ≠ 0 and r₀ ≠ 0. Then α₀ = 1/a, and x₁ = x₀ + r₀/a is the solution. A nonzero number has a nonzero square, so a self-orthogonal nonzero residual needs at least two dimensions.

If a residual vanishes before sweep N, `hr` fails, but the iterate at that point already solves the system by `residual_eq`. The scalars are exact complex numbers, so the theorem does not describe the loss of orthogonality through rounding. Nor does it bound the coefficients, and large ones can arise when rᵀr is nonzero but tiny compared with the usual squared norm of r.

## Breakdown at a self-orthogonal residual

```lean
/-- If `rᵀr = 0` while `pᵀAp ≠ 0`, the equation `a pᵀAp = rᵀr` for the step forces `a = 0`, and
the equation `β rᵀr = r'ᵀr'` with the new residual `r'` holds for every `β`. -/
theorem self_orthogonal_breakdown (A : Matrix ι ι ℂ) (s : State ι) (a : ℂ)
    (h0 : s.r ⬝ᵥ s.r = 0) (hp : s.p ⬝ᵥ A *ᵥ s.p ≠ 0)
    (ha : a * (s.p ⬝ᵥ A *ᵥ s.p) = s.r ⬝ᵥ s.r) :
    a = 0 ∧ ∀ β : ℂ, β * (s.r ⬝ᵥ s.r) =
      (s.r - a • A *ᵥ s.p) ⬝ᵥ (s.r - a • A *ᵥ s.p) := by
  have hz : a = 0 := (mul_eq_zero.mp (ha.trans h0)).resolve_right hp
  refine ⟨hz, fun β => ?_⟩
  rw [hz, zero_smul, sub_zero, h0, mul_zero]
```

Here the coefficients are described by the equations they should satisfy, without division. Let rᵀr = 0 and pᵀAp ≠ 0. The equation a pᵀAp = rᵀr becomes a pᵀAp = 0, so a = 0. The new residual is then r' = r, and the equation for the next coefficient,

β rᵀr = r'ᵀr'

reads 0 = 0. Every β satisfies it, so the recurrence no longer determines a direction. The theorem holds for any state and any square A.

```lean
/-- The quadratic form `pᵀAp` of a two-by-two matrix, written out. -/
theorem form_two (a b c d u v : ℂ) :
    ![u, v] ⬝ᵥ !![a, b; c, d] *ᵥ ![u, v] = u * (a * u + b * v) + v * (c * u + d * v) := by
  simp [Matrix.mulVec, dotProduct, Fin.sum_univ_two]
```

For a two-by-two matrix with rows (a, b) and (c, d), and the vector (u, v), the quadratic form is u(au + bv) + v(cu + dv). The next two proofs use it.

```lean
/-- For `A = diag(1, 2)`, `b = (1, i)` and zero initial guess, the first residual is nonzero but
self-orthogonal, `pᵀAp = -1`, the step length is zero and the residual does not change. -/
theorem breakdown_one_I :
    let S := cocg !![1, 0; 0, 2] ![1, Complex.I] 0
    (S 0).r ≠ 0 ∧ (S 0).r ⬝ᵥ (S 0).r = 0 ∧ (S 0).p ⬝ᵥ !![1, 0; 0, 2] *ᵥ (S 0).p = -1 ∧
      stepLength !![1, 0; 0, 2] (S 0) = 0 ∧ (S 1).r = (S 0).r := by
  intro S
  have r0 : (S 0).r = ![1, Complex.I] := by simp [S, cocg]
  have p0 : (S 0).p = ![1, Complex.I] := by simp [S, cocg]
  have hrr : (S 0).r ⬝ᵥ (S 0).r = 0 := by
    rw [r0]
    simp [dotProduct, Fin.sum_univ_two]
  have ha : stepLength !![1, 0; 0, 2] (S 0) = 0 := by
    rw [stepLength, hrr, zero_div]
  refine ⟨fun h => ?_, hrr, ?_, ha, ?_⟩
  · have h' := congrFun (r0.symm.trans h) 0
    simp at h'
  · rw [p0, form_two]
    linear_combination 2 * Complex.I_mul_I
  · refine (residual_succ _ _ _ 0).trans ?_
    change (S 0).r - stepLength !![1, 0; 0, 2] (S 0) • _ = (S 0).r
    rw [ha, zero_smul, sub_zero]
```

This is the opening example. `S` is the sequence of states. The five statements are r₀ ≠ 0, r₀ᵀr₀ = 0, p₀ᵀAp₀ = −1, α₀ = 0 and r₁ = r₀. The proof inserts r₀ = p₀ = (1, i) and uses i² = −1. The matrix is real and positive definite, so ordinary conjugate gradients, with conjugation, would solve this system; the breakdown comes from applying the unconjugated form to a complex residual. The usual squared norm of r₀, with conjugation, is 2.

## A non-Hermitian run without breakdown

```lean
/-- The symmetric matrix with rows `(1, i)` and `(i, 2)`, with `b = (1, 0)` and zero initial
guess, has `r_jᵀr_j` and `p_jᵀAp_j` nonzero for `j < 2`. -/
theorem orthogonality_and_conjugacy_witness :
    let A : Matrix (Fin 2) (Fin 2) ℂ := !![1, Complex.I; Complex.I, 2]
    let S := cocg A ![1, 0] 0
    A.IsSymm ∧ ∀ j < 2, (S j).r ⬝ᵥ (S j).r ≠ 0 ∧ (S j).p ⬝ᵥ A *ᵥ (S j).p ≠ 0 := by
  intro A S
  have r0 : (S 0).r = ![1, 0] := by simp [S, cocg]
  have p0 : (S 0).p = ![1, 0] := by simp [S, cocg]
  have n0 : (S 0).r ⬝ᵥ (S 0).r = 1 := by
    rw [r0]
    simp [dotProduct, Fin.sum_univ_two]
  have q0 : (S 0).p ⬝ᵥ A *ᵥ (S 0).p = 1 := by
    rw [p0, form_two]
    ring
  have a0 : stepLength A (S 0) = 1 := by rw [stepLength, n0, q0, div_one]
  -- the second residual and direction
  have r1 : (S 1).r = ![0, -Complex.I] := by
    refine (residual_succ _ _ _ 0).trans ?_
    change (S 0).r - stepLength A (S 0) • A *ᵥ (S 0).p = _
    rw [a0, r0, p0]
    ext i
    fin_cases i <;> simp [A]
  have n1 : (S 1).r ⬝ᵥ (S 1).r = -1 := by
    rw [r1]
    simp [dotProduct, Fin.sum_univ_two]
  have p1 : (S 1).p = ![-1, -Complex.I] := by
    refine (direction_succ _ _ _ 0).trans ?_
    change (S 1).r + (((S 1).r ⬝ᵥ (S 1).r) / ((S 0).r ⬝ᵥ (S 0).r)) • (S 0).p = _
    rw [n1, n0, r1, p0]
    ext i
    fin_cases i <;> simp
  have q1 : (S 1).p ⬝ᵥ A *ᵥ (S 1).p = -3 := by
    rw [p1, form_two]
    linear_combination 4 * Complex.I_mul_I
  refine ⟨Matrix.IsSymm.ext fun i j => ?_, fun j hj => ?_⟩
  · fin_cases i <;> fin_cases j <;> rfl
  · interval_cases j
    · rw [n0, q0]
      norm_num
    · rw [n1, q1]
      norm_num

end

end ComplexSymmetricCG
```

The matrix with rows (1, i) and (i, 2) is symmetric but not Hermitian. For b = (1, 0) and x₀ = 0 the proof follows the recurrences:

r₀ = p₀ = (1, 0), r₀ᵀr₀ = 1, p₀ᵀAp₀ = 1, α₀ = 1

r₁ = (0, −i), r₁ᵀr₁ = −1, β₀ = −1

p₁ = (−1, −i), p₁ᵀAp₁ = −3

All four denominators are nonzero, so the hypotheses of both main theorems are met with n = N = 2. The negative value of r₁ᵀr₁ shows that the form is not a squared length, yet the method proceeds. The second sweep has α₁ = 1/3 and gives x₂ = (2/3, −i/3), which solves Ax = b.

```lean
#print axioms ComplexSymmetricCG.finite_termination
-- 'ComplexSymmetricCG.finite_termination' depends on axioms: [propext, Classical.choice, Quot.sound]
#print axioms ComplexSymmetricCG.self_orthogonal_breakdown
-- 'ComplexSymmetricCG.self_orthogonal_breakdown' depends on axioms: [propext, Classical.choice, Quot.sound]
#print axioms ComplexSymmetricCG.breakdown_one_I
-- 'ComplexSymmetricCG.breakdown_one_I' depends on axioms: [propext, Classical.choice, Quot.sound]
```
